# The X2C renormalization matrix of two positive definite metrics is singled out by positivity and follows a change of basis

A one-electron X2C calculation in a finite basis first eliminates the small component. It then multiplies the resulting matrix \(L\) by a renormalization matrix \(R\) on both sides, so that \(R^\dagger LR\) can be used with the ordinary overlap \(S\). If the code does this in an orthonormalized basis and transforms back, the result should agree with the one computed directly in the original basis.

## The matrix and its properties

The large components have the metric \(\tilde S=S+X^\dagger tX/(2c^2)\) in atomic units. Here \(X\) is the decoupling matrix for a kinetically balanced basis, \(t\) the kinetic-energy matrix and \(c\) the speed of light. For positive definite \(S\) and \(\tilde S\), let

\[
R=S^{-1/2}\left(S^{-1/2}\tilde S S^{-1/2}\right)^{-1/2}S^{1/2}.
\]

Then \(R^\dagger\tilde SR=S\) and \(R^2=\tilde S^{-1}S\), and \(R\) is the only solution of the first equation with \(SR\) positive definite. Under an invertible basis change \(A\), it becomes \(A^{-1}RA\).

## Where a code relies on it

Let the columns of \(C\) hold the large-component coefficients of the orbitals, and let the diagonal matrix \(\varepsilon\) hold their energies. The metric condition turns \(LC=\tilde SC\varepsilon\) into \((R^\dagger LR)C'=SC'\varepsilon\), with \(C=RC'\). The condition alone leaves a choice: \(\tilde S^{-1/2}S^{1/2}\) also satisfies it, but differs from \(R\) unless \(S\) and \(\tilde S\) commute.

For a small check of the algebra, with \(\tilde S-S\) far larger than a realistic relativistic correction, take

\[
S=\begin{pmatrix}1&0\\0&4\end{pmatrix},\quad
\tilde S=\begin{pmatrix}5&8\\8&20\end{pmatrix}.
\]

Then \(S^{-1/2}\tilde SS^{-1/2}=\begin{pmatrix}5&4\\4&5\end{pmatrix}\), whose positive root is \(\begin{pmatrix}2&1\\1&2\end{pmatrix}\). Hence

\[
R=\frac13\begin{pmatrix}2&-2\\-\tfrac12&2\end{pmatrix},\quad
R^2=\frac19\begin{pmatrix}5&-8\\-2&5\end{pmatrix}=\tilde S^{-1}S.
\]

\(R\) is not Hermitian, but \(SR=\frac13\begin{pmatrix}2&-2\\-2&8\end{pmatrix}\) is, and it is positive definite.

## From the positive root to covariance

Write \(T=S^{1/2}\), \(K=T^{-1}\tilde ST^{-1}\) and \(W=K^{-1/2}\). This \(T\) is a root of the overlap, not the kinetic energy. Both \(T\) and \(W\) are positive definite, \(WKW=1\) and \(R=T^{-1}WT\). Therefore

\[
R^\dagger\tilde SR=T(WKW)T=T^2=S,\qquad SR=TWT,
\]

and \(TWT\) is positive definite. From \(WKW=1\) we get \(KW=W^{-1}\), so \(KW^2=1\) and

\[
\tilde SR^2=\tilde ST^{-1}W^2T=T(KW^2)T=S.
\]

For uniqueness, let \(R_1\) satisfy \(R_1^\dagger\tilde SR_1=S\) with \(SR_1\) positive definite. Put \(Q=TR_1T^{-1}=T^{-1}(SR_1)T^{-1}\), which is positive definite. Since \(Q=Q^\dagger=T^{-1}R_1^\dagger T\),

\[
QKQ=T^{-1}R_1^\dagger\tilde SR_1T^{-1}=T^{-1}ST^{-1}=1.
\]

So \(K=(Q^{-1})^2\). The positive root is unique, hence \(Q^{-1}=K^{1/2}\), \(Q=W\) and \(R_1=R\).

Without the positivity condition, any solution \(R_1\) can be written \(RU\) with \(U=R^{-1}R_1\), and \(U^\dagger SU=R_1^\dagger\tilde SR_1=S\). Conversely, every such \(U\) gives a solution.

For a basis change, set \(R'=A^{-1}RA\). Then

\[
R'^\dagger(A^\dagger\tilde SA)R'=A^\dagger R^\dagger\tilde SRA=A^\dagger SA,
\]
\[
(A^\dagger SA)R'=A^\dagger(SR)A.
\]

The last matrix is positive definite, so uniqueness identifies \(R'\) as the renormalization matrix in the new basis. Substitution gives \(R'^\dagger(A^\dagger LA)R'=A^\dagger(R^\dagger LR)A\).

## The Lean file

```lean
import Mathlib

open Matrix
open scoped ComplexOrder MatrixOrder

namespace X2CRenormalization

noncomputable section

variable {n : Type*} [Fintype n] [DecidableEq n]

/-- The X2C renormalization matrix `S^(-1/2) (S^(-1/2) St S^(-1/2))^(-1/2) S^(1/2)`,
for positive definite metrics `S` and `St`. -/
def renorm (S St : Matrix n n ℂ) : Matrix n n ℂ :=
  (CFC.sqrt S)⁻¹ * (CFC.sqrt ((CFC.sqrt S)⁻¹ * St * (CFC.sqrt S)⁻¹))⁻¹ * CFC.sqrt S

/-- The renormalized one-electron matrix `Rᴴ L R`, with `R` the renormalization matrix of
the positive definite metrics `S` and `St`. -/
def x2cHamiltonian (L S St : Matrix n n ℂ) : Matrix n n ℂ :=
  (renorm S St)ᴴ * L * renorm S St

/-- The square root of a positive definite metric is positive definite and squares to
the metric. -/
theorem sqrt_spec {S : Matrix n n ℂ} (hS : S.PosDef) :
    (CFC.sqrt S).PosDef ∧ CFC.sqrt S * CFC.sqrt S = S := by
  have hsq := CFC.sqrt_mul_sqrt_self S (Matrix.nonneg_iff_posSemidef.2 hS.posSemidef)
  have hp : (CFC.sqrt S).PosSemidef :=
    Matrix.nonneg_iff_posSemidef.1 (CFC.sqrt_nonneg S)
  have hd : IsUnit S.det := (Matrix.isUnit_iff_isUnit_det S).1 hS.isUnit
  rw [← hsq, Matrix.det_mul] at hd
  exact ⟨hp.posDef_iff_isUnit.2
    ((Matrix.isUnit_iff_isUnit_det _).2 (isUnit_of_mul_isUnit_left hd)), hsq⟩

/-- A positive definite metric stays positive definite under an invertible change of basis. -/
theorem posDef_congr {S A : Matrix n n ℂ} (hS : S.PosDef) (hA : IsUnit A) :
    (Aᴴ * S * A).PosDef :=
  hS.conjTranspose_mul_mul_same (Matrix.mulVec_injective_of_isUnit hA)

/-- Symmetric orthonormalization: a positive definite root `T` of the metric `T * T` turns
that metric into the identity. -/
theorem inv_sandwich {T : Matrix n n ℂ} (hT : T.PosDef) : T⁻¹ * (T * T) * T⁻¹ = 1 := by
  have hd := (Matrix.isUnit_iff_isUnit_det T).1 hT.isUnit
  calc T⁻¹ * (T * T) * T⁻¹ = (T⁻¹ * T) * (T * T⁻¹) := by simp only [Matrix.mul_assoc]
    _ = 1 := by rw [Matrix.nonsing_inv_mul T hd, Matrix.mul_nonsing_inv T hd, mul_one]

/-- For positive definite metrics, the renormalization matrix is `T⁻¹ W T`, where `T` is a
positive definite root of `S` and `W` is positive definite and normalizes `T⁻¹ St T⁻¹`. -/
theorem renorm_factor {S St : Matrix n n ℂ} (hS : S.PosDef) (hSt : St.PosDef) :
    ∃ T W : Matrix n n ℂ, T.PosDef ∧ W.PosDef ∧ T * T = S ∧
      W * (T⁻¹ * St * T⁻¹) * W = 1 ∧ renorm S St = T⁻¹ * W * T := by
  obtain ⟨hT, hTT⟩ := sqrt_spec hS
  have hK := posDef_congr hSt hT.inv.isUnit
  rw [hT.inv.isHermitian.eq] at hK
  obtain ⟨hG, hGG⟩ := sqrt_spec hK
  have h := inv_sandwich hG
  rw [hGG] at h
  exact ⟨_, _, hT, hG.inv, hTT, h, rfl⟩

/-- For positive definite metrics, the renormalization matrix `R` satisfies `Rᴴ St R = S`,
and `S R` is positive definite. -/
theorem renorm_spec {S St : Matrix n n ℂ} (hS : S.PosDef) (hSt : St.PosDef) :
    (renorm S St)ᴴ * St * renorm S St = S ∧ (S * renorm S St).PosDef := by
  obtain ⟨T, W, hT, hW, hTT, hK, hR⟩ := renorm_factor hS hSt
  have hd := (Matrix.isUnit_iff_isUnit_det T).1 hT.isUnit
  rw [hR]
  constructor
  · calc (T⁻¹ * W * T)ᴴ * St * (T⁻¹ * W * T)
        = T * (W * T⁻¹) * St * (T⁻¹ * W * T) := by
          rw [Matrix.conjTranspose_mul, Matrix.conjTranspose_mul, hT.isHermitian.eq,
            hW.isHermitian.eq, hT.inv.isHermitian.eq]
      _ = T * (W * (T⁻¹ * St * T⁻¹) * W) * T := by simp only [Matrix.mul_assoc]
      _ = S := by rw [hK, mul_one, hTT]
  · -- `S R = T W T` is congruent to the positive definite `W`
    have h := posDef_congr hW hT.isUnit
    rw [hT.isHermitian.eq] at h
    have e : S * (T⁻¹ * W * T) = T * W * T := by
      calc S * (T⁻¹ * W * T) = T * (T * T⁻¹) * (W * T) := by
            rw [← hTT]; simp only [Matrix.mul_assoc]
        _ = T * W * T := by rw [Matrix.mul_nonsing_inv T hd, mul_one, Matrix.mul_assoc]
    rwa [e]

/-- For positive definite metrics, the square of the renormalization matrix is `St⁻¹ S`. -/
theorem renorm_sq {S St : Matrix n n ℂ} (hS : S.PosDef) (hSt : St.PosDef) :
    renorm S St ^ 2 = St⁻¹ * S := by
  obtain ⟨T, W, hT, -, hTT, hK, hR⟩ := renorm_factor hS hSt
  have hTV := Matrix.mul_nonsing_inv T ((Matrix.isUnit_iff_isUnit_det T).1 hT.isUnit)
  have hWW : T⁻¹ * St * T⁻¹ * (W * W) = 1 := by
    have h := mul_eq_one_comm.1 hK
    rw [← Matrix.mul_assoc] at h
    exact mul_eq_one_comm.1 h
  have key : St * (renorm S St * renorm S St) = S := by
    rw [hR]
    calc St * (T⁻¹ * W * T * (T⁻¹ * W * T))
        = St * T⁻¹ * W * (T * T⁻¹) * (W * T) := by simp only [Matrix.mul_assoc]
      _ = (T * T⁻¹) * (St * T⁻¹ * W * (W * T)) := by rw [hTV, mul_one, one_mul]
      _ = T * (T⁻¹ * St * T⁻¹ * (W * W)) * T := by simp only [Matrix.mul_assoc]
      _ = S := by rw [hWW, mul_one, hTT]
  have h := Matrix.nonsing_inv_mul_cancel_left St (renorm S St * renorm S St)
    ((Matrix.isUnit_iff_isUnit_det St).1 hSt.isUnit)
  rw [key] at h
  rw [pow_two, h]

/-- For positive definite metrics, the renormalization matrix is the only matrix `R` with
`Rᴴ St R = S` and `S R` positive definite. -/
theorem renorm_unique {S St R : Matrix n n ℂ} (hS : S.PosDef) (hSt : St.PosDef) :
    (Rᴴ * St * R = S ∧ (S * R).PosDef) ↔ R = renorm S St := by
  refine ⟨?_, fun h => h ▸ renorm_spec hS hSt⟩
  rintro ⟨h1, h2⟩
  obtain ⟨hT, hTT⟩ := sqrt_spec hS
  unfold renorm
  generalize CFC.sqrt S = T at hT hTT ⊢
  subst hTT
  have hd := (Matrix.isUnit_iff_isUnit_det T).1 hT.isUnit
  have hTV := Matrix.mul_nonsing_inv T hd
  have hVT := Matrix.nonsing_inv_mul T hd
  obtain ⟨Q, hQ⟩ : ∃ Q, Q = T * R * T⁻¹ := ⟨_, rfl⟩
  -- in the orthonormalized basis `R` becomes the positive definite matrix `Q`
  have hQp : Q.PosDef := by
    have h := posDef_congr h2 hT.inv.isUnit
    rw [hT.inv.isHermitian.eq] at h
    have e : T⁻¹ * (T * T * R) * T⁻¹ = Q := by
      calc T⁻¹ * (T * T * R) * T⁻¹ = (T⁻¹ * T) * (T * R * T⁻¹) := by
            simp only [Matrix.mul_assoc]
        _ = Q := by rw [hVT, one_mul, hQ]
    rwa [e] at h
  have hQh : Q = T⁻¹ * (Rᴴ * T) := by
    rw [← hQp.isHermitian.eq, hQ, Matrix.conjTranspose_mul, Matrix.conjTranspose_mul,
      hT.isHermitian.eq, hT.inv.isHermitian.eq]
  have hQK : Q * (T⁻¹ * St * T⁻¹) * Q = 1 := by
    calc Q * (T⁻¹ * St * T⁻¹) * Q
        = T⁻¹ * (Rᴴ * T) * (T⁻¹ * St * T⁻¹) * (T * R * T⁻¹) := by rw [← hQh, ← hQ]
      _ = T⁻¹ * (Rᴴ * (T * T⁻¹) * St * (T⁻¹ * T) * R) * T⁻¹ := by
          simp only [Matrix.mul_assoc]
      _ = 1 := by rw [hTV, hVT, mul_one, mul_one, h1, inv_sandwich hT]
  have hdQ := (Matrix.isUnit_iff_isUnit_det Q).1 hQp.isUnit
  -- hence `Q⁻¹` is the positive square root of `T⁻¹ St T⁻¹`
  have hK : T⁻¹ * St * T⁻¹ = Q⁻¹ * Q⁻¹ := by
    calc T⁻¹ * St * T⁻¹ = (Q⁻¹ * Q) * (T⁻¹ * St * T⁻¹) * (Q * Q⁻¹) := by
          rw [Matrix.nonsing_inv_mul Q hdQ, Matrix.mul_nonsing_inv Q hdQ, one_mul, mul_one]
      _ = Q⁻¹ * (Q * (T⁻¹ * St * T⁻¹) * Q) * Q⁻¹ := by simp only [Matrix.mul_assoc]
      _ = Q⁻¹ * Q⁻¹ := by rw [hQK, mul_one]
  rw [hK, CFC.sqrt_mul_self _ (Matrix.nonneg_iff_posSemidef.2 hQp.inv.posSemidef),
    Matrix.nonsing_inv_nonsing_inv Q hdQ, hQ]
  calc R = (T⁻¹ * T) * R * (T⁻¹ * T) := by rw [hVT, one_mul, mul_one]
    _ = T⁻¹ * (T * R * T⁻¹) * T := by simp only [Matrix.mul_assoc]

/-- For positive definite metrics, the solutions of `Rᴴ St R = S` are exactly the products of
the renormalization matrix with a matrix `U` that preserves the metric `S`. -/
theorem renorm_freedom {S St R : Matrix n n ℂ} (hS : S.PosDef) (hSt : St.PosDef) :
    Rᴴ * St * R = S ↔ ∃ U : Matrix n n ℂ, Uᴴ * S * U = S ∧ R = renorm S St * U := by
  obtain ⟨h1, h2⟩ := renorm_spec hS hSt
  have key : ∀ U : Matrix n n ℂ,
      (renorm S St * U)ᴴ * St * (renorm S St * U) = Uᴴ * S * U := by
    intro U
    calc (renorm S St * U)ᴴ * St * (renorm S St * U)
        = Uᴴ * ((renorm S St)ᴴ * St * renorm S St) * U := by
          simp only [Matrix.conjTranspose_mul, Matrix.mul_assoc]
      _ = Uᴴ * S * U := by rw [h1]
  constructor
  · intro h
    have hd := (Matrix.isUnit_iff_isUnit_det _).1 h2.isUnit
    rw [Matrix.det_mul] at hd
    have e := Matrix.mul_nonsing_inv_cancel_left (renorm S St) R
      (isUnit_of_mul_isUnit_right hd)
    exact ⟨(renorm S St)⁻¹ * R, by rw [← key, e, h], e.symm⟩
  · rintro ⟨U, hU, rfl⟩
    rw [key, hU]

/-- Under an invertible change of basis `A`, the renormalization matrix `R` of two positive
definite metrics becomes `A⁻¹ R A`. -/
theorem renorm_covariant {S St A : Matrix n n ℂ} (hS : S.PosDef) (hSt : St.PosDef)
    (hA : IsUnit A) :
    renorm (Aᴴ * S * A) (Aᴴ * St * A) = A⁻¹ * renorm S St * A := by
  obtain ⟨h1, h2⟩ := renorm_spec hS hSt
  have hAB := Matrix.mul_nonsing_inv A ((Matrix.isUnit_iff_isUnit_det A).1 hA)
  have hBA : (A⁻¹)ᴴ * Aᴴ = 1 := by
    rw [← Matrix.conjTranspose_mul, hAB, Matrix.conjTranspose_one]
  -- the transformed matrix meets both characterising conditions
  refine ((renorm_unique (posDef_congr hS hA) (posDef_congr hSt hA)).1 ⟨?_, ?_⟩).symm
  · calc (A⁻¹ * renorm S St * A)ᴴ * (Aᴴ * St * A) * (A⁻¹ * renorm S St * A)
        = Aᴴ * ((renorm S St)ᴴ * ((A⁻¹)ᴴ * Aᴴ) * St * (A * A⁻¹) * renorm S St) * A := by
          simp only [Matrix.conjTranspose_mul, Matrix.mul_assoc]
      _ = Aᴴ * S * A := by rw [hBA, hAB, mul_one, mul_one, h1]
  · have e : Aᴴ * S * A * (A⁻¹ * renorm S St * A) = Aᴴ * (S * renorm S St) * A := by
      calc Aᴴ * S * A * (A⁻¹ * renorm S St * A)
          = Aᴴ * (S * (A * A⁻¹) * renorm S St) * A := by simp only [Matrix.mul_assoc]
        _ = Aᴴ * (S * renorm S St) * A := by rw [hAB, mul_one]
    rw [e]
    exact posDef_congr h2 hA

/-- Under an invertible change of basis `A`, with positive definite metrics, the renormalized
one-electron matrix transforms like the matrix of a sesquilinear form. -/
theorem x2cHamiltonian_covariant {S St A : Matrix n n ℂ} (L : Matrix n n ℂ)
    (hS : S.PosDef) (hSt : St.PosDef) (hA : IsUnit A) :
    x2cHamiltonian (Aᴴ * L * A) (Aᴴ * S * A) (Aᴴ * St * A)
      = Aᴴ * x2cHamiltonian L S St * A := by
  have hAB := Matrix.mul_nonsing_inv A ((Matrix.isUnit_iff_isUnit_det A).1 hA)
  have hBA : (A⁻¹)ᴴ * Aᴴ = 1 := by
    rw [← Matrix.conjTranspose_mul, hAB, Matrix.conjTranspose_one]
  unfold x2cHamiltonian
  rw [renorm_covariant hS hSt hA]
  calc (A⁻¹ * renorm S St * A)ᴴ * (Aᴴ * L * A) * (A⁻¹ * renorm S St * A)
      = Aᴴ * ((renorm S St)ᴴ * ((A⁻¹)ᴴ * Aᴴ) * L * (A * A⁻¹) * renorm S St) * A := by
        simp only [Matrix.conjTranspose_mul, Matrix.mul_assoc]
    _ = Aᴴ * ((renorm S St)ᴴ * L * renorm S St) * A := by rw [hBA, hAB, mul_one, mul_one]

end

end X2CRenormalization
```

```lean
#print axioms X2CRenormalization.renorm_sq
#print axioms X2CRenormalization.renorm_freedom
#print axioms X2CRenormalization.renorm_covariant
#print axioms X2CRenormalization.x2cHamiltonian_covariant
```

```
'X2CRenormalization.renorm_sq' depends on axioms: [propext, Classical.choice, Quot.sound]
'X2CRenormalization.renorm_freedom' depends on axioms: [propext, Classical.choice, Quot.sound]
'X2CRenormalization.renorm_covariant' depends on axioms: [propext, Classical.choice, Quot.sound]
'X2CRenormalization.x2cHamiltonian_covariant' depends on axioms: [propext, Classical.choice, Quot.sound]
```

## What the theorems guarantee for a program

The finite type `n` labels basis functions, `St` is \(\tilde S\), and `ᴴ` is the conjugate transpose. `PosDef` includes Hermiticity; for `S` it means a linearly independent basis. `IsUnit A` makes the square matrix `A` invertible, so discarding basis functions is excluded. `L` may be any complex matrix.

`sqrt_spec` supplies the positive roots of \(S\) and \(K\), and `renorm_factor` takes the first as \(T\) and the inverse of the second as \(W\). `renorm_spec` and `renorm_sq` carry out the first two computations. `renorm_unique` introduces `Q`, `renorm_freedom` describes all solutions, and the two covariance theorems check the transformed matrices. The `calc` blocks regroup products until an inverse pair or a known identity appears.

The decisive Mathlib lemma is `CFC.sqrt_mul_self`: for \(a\ge0\), the root of \(a\cdot a\) is \(a\). With `MatrixOrder` open, \(a\ge0\) means positive semidefinite, and `Matrix.nonneg_iff_posSemidef` translates between the two. Applied to `Q⁻¹`, the lemma identifies any solution `R` for which `S * R` is positive definite with the formula.

The theorems take \(L\) and \(\tilde S\) as given. A program must still ensure that its decoupling step, repeated in the new basis, produces \(A^\dagger LA\) and \(A^\dagger\tilde SA\). Rounding errors for a nearly dependent basis are a separate matter.
